# Kantorovich bounds on ⟨H⟩⟨H⁻¹⟩ for a positive definite Hermitian matrix

States are vectors ψ with finitely many complex components, labelled by an index set `n`, and H is a complex square matrix on the same labels. The inner product ⟨x, y⟩ is conjugate-linear in x and appears in Lean as `star x ⬝ᵥ y`. The real numbers m and M mark the ends of an interval for the spectrum.

```lean
import Mathlib

open Matrix
open scoped ComplexOrder

namespace KantorovichInequality

noncomputable section

variable {n : Type*} [Fintype n] [DecidableEq n]
variable {H : Matrix n n ℂ} {ψ : n → ℂ} {m M : ℝ}
```

The expectation value ⟨A⟩ is defined as the real part of ⟨ψ, Aψ⟩. For the Hermitian H below and its inverse, the full complex number turns out to be real, so nothing is lost.

```lean
/-- The expectation value of `A` in the state `ψ`, as the real part of `⟨ψ, A ψ⟩`. -/
def expval (A : Matrix n n ℂ) (ψ : n → ℂ) : ℝ := (star ψ ⬝ᵥ (A *ᵥ ψ)).re
```

Let eᵢ be an orthonormal eigenbasis of H with eigenvalues λᵢ, written `hH.eigenvalues i` in Lean.

```lean
/-- The `i`-th vector of an orthonormal eigenbasis of `H`. -/
def eigvec (hH : H.IsHermitian) (i : n) : n → ℂ := (hH.eigenvectorBasis i).ofLp
```

The spectral weight pᵢ = |⟨eᵢ, ψ⟩|² is, for normalised ψ, the probability of finding the state in eᵢ.

```lean
/-- The spectral weight `|⟨eᵢ, ψ⟩|²` of `ψ` on the `i`-th eigenbasis vector `eᵢ` of `H`. -/
def weight (hH : H.IsHermitian) (ψ : n → ℂ) (i : n) : ℝ :=
  Complex.normSq (star (eigvec hH i) ⬝ᵥ ψ)
```

The last definition is the state that will attain the upper bound.

```lean
/-- The equal superposition `(u + v)/√2` of two vectors. -/
def equalMix (u v : n → ℂ) : n → ℂ := (((√2)⁻¹ : ℝ) : ℂ) • (u + v)
```

The theorem `kantorovich` says that if H is Hermitian, every λᵢ lies in [m, M] with 0 < m ≤ M, and ⟨ψ, ψ⟩ = 1, then

1 ≤ ⟨H⟩⟨H⁻¹⟩ ≤ (m + M)²/(4mM).

With κ = M/m the upper bound reads (κ + 1)²/(4κ). For a finite-dimensional quadratic energy model with positive definite Hessian H, let ψ be the normalised gradient at a point that is not the minimum. One step of steepest descent with exact line search then multiplies the energy above the minimum by 1 − 1/(⟨H⟩⟨H⁻¹⟩), which the upper bound limits to at most ((κ − 1)/(κ + 1))². Operators on infinite-dimensional spaces are not covered.

## Hermiticity: real energies and an orthonormal eigenbasis

Hermiticity, `hH`, makes H an observable. By hand, it is used to insert the resolution of the identity and to move H onto the eigenvector:

⟨ψ, Hψ⟩ = Σᵢ ⟨ψ, eᵢ⟩⟨eᵢ, Hψ⟩

⟨eᵢ, Hψ⟩ = ⟨Heᵢ, ψ⟩ = λᵢ⟨eᵢ, ψ⟩

Together these give ⟨H⟩ = Σᵢ λᵢpᵢ. The first equation is `parseval`, taken from Mathlib's statement for orthonormal bases.

```lean
/-- Resolution of the identity in the eigenbasis of `H`. -/
theorem parseval (hH : H.IsHermitian) (x y : n → ℂ) :
    star x ⬝ᵥ y = ∑ i, (star x ⬝ᵥ eigvec hH i) * (star (eigvec hH i) ⬝ᵥ y) := by
  have key : ∀ a b : n → ℂ,
      inner ℂ (WithLp.toLp 2 a) (WithLp.toLp 2 b) = star a ⬝ᵥ b := by
    intro a b
    rw [EuclideanSpace.inner_eq_star_dotProduct, dotProduct_comm]
  rw [← key x y, ← hH.eigenvectorBasis.sum_inner_mul_inner]
  exact Finset.sum_congr rfl fun i _ =>
    congrArg₂ (· * ·) (key x (eigvec hH i)) (key (eigvec hH i) y)
```

The second is obtained by conjugating the eigenvalue equation.

```lean
/-- The overlap of `H x` with an eigenvector is the eigenvalue times the overlap of `x`. -/
theorem overlap_mulVec (hH : H.IsHermitian) (x : n → ℂ) (i : n) :
    star (eigvec hH i) ⬝ᵥ (H *ᵥ x)
      = (hH.eigenvalues i : ℂ) * (star (eigvec hH i) ⬝ᵥ x) := by
  have h0 : H *ᵥ eigvec hH i = (hH.eigenvalues i) • eigvec hH i :=
    hH.mulVec_eigenvectorBasis i
  have h := congrArg star h0
  rw [Matrix.star_mulVec, hH.eq] at h
  have h2 : star ((hH.eigenvalues i) • eigvec hH i)
      = (hH.eigenvalues i : ℂ) • star (eigvec hH i) := by
    ext k
    simp
  rw [Matrix.dotProduct_mulVec, h, h2, smul_dotProduct, smul_eq_mul]
```

The next lemma combines them for any matrix A that multiplies the i-th eigenbasis component of ψ by a real number f(i), so that one argument serves H, H⁻¹ and the identity.

```lean
/-- If `A` multiplies each eigenbasis component of `ψ` by a real number `f i`, then `⟨ψ, A ψ⟩` is
the sum of the `f i` multiplied by the spectral weights. -/
theorem spectral_average (hH : H.IsHermitian) (A : Matrix n n ℂ) (f : n → ℝ)
    (h : ∀ i, star (eigvec hH i) ⬝ᵥ (A *ᵥ ψ) = (f i : ℂ) * (star (eigvec hH i) ⬝ᵥ ψ)) :
    star ψ ⬝ᵥ (A *ᵥ ψ) = ((∑ i, f i * weight hH ψ i : ℝ) : ℂ) := by
  rw [parseval hH, Complex.ofReal_sum]
  refine Finset.sum_congr rfl fun i _ => ?_
  rw [h i, Matrix.star_dotProduct ψ (eigvec hH i), Complex.ofReal_mul, weight,
    Complex.normSq_eq_conj_mul_self, starRingEnd_apply]
  ring
```

Real eigenvalues alone are not enough. The matrix with rows (1, 1) and (0, 1) has only the eigenvalue 1, so m = M = 1 would force the product to be 1. In the state (1, 1)/√2, however, ⟨H⟩ = 3/2 and ⟨H⁻¹⟩ = 1/2, with product 3/4.

## Positivity: an energy zero below the spectrum

The condition 0 < m means that energies are measured from a reference below the lowest level. The choice matters, because ⟨H⟩⟨H⁻¹⟩ can change when the energy zero is shifted. Positivity first ensures that H⁻¹ exists, since det H is the product of the λᵢ.

```lean
/-- A Hermitian matrix with positive eigenvalues is invertible. -/
theorem isUnit_det (hH : H.IsHermitian) (hpos : ∀ i, 0 < hH.eigenvalues i) :
    IsUnit H.det := by
  rw [isUnit_iff_ne_zero, hH.det_eq_prod_eigenvalues]
  refine Finset.prod_ne_zero_iff.mpr fun i _ => ?_
  exact Complex.ofReal_ne_zero.mpr (hpos i).ne'
```

It is used again below, to fix the sign of terms divided by λᵢ and to divide by ⟨H⟩ > 0. Without it, take H = diag(1, −1) and ψ = (1, 1)/√2: both expectation values vanish, and the product is 0 instead of at least 1.

## Normalisation: weights that are probabilities

The hypothesis `hψ` gives Σᵢ pᵢ = 1. For the inverse,

⟨eᵢ, ψ⟩ = ⟨eᵢ, H(H⁻¹ψ)⟩ = λᵢ⟨eᵢ, H⁻¹ψ⟩,

so ⟨eᵢ, H⁻¹ψ⟩ = λᵢ⁻¹⟨eᵢ, ψ⟩ and ⟨H⁻¹⟩ = Σᵢ pᵢ/λᵢ. The following theorem collects the three sums.

```lean
/-- For positive eigenvalues and a unit vector, the spectral weights sum to one, and `⟨H⟩` and
`⟨H⁻¹⟩` are the averages of the eigenvalues and of their inverses. -/
theorem spectral_moments (hH : H.IsHermitian) (hpos : ∀ i, 0 < hH.eigenvalues i)
    (hψ : star ψ ⬝ᵥ ψ = 1) :
    ∑ i, weight hH ψ i = 1 ∧ expval H ψ = ∑ i, hH.eigenvalues i * weight hH ψ i ∧
      expval H⁻¹ ψ = ∑ i, (hH.eigenvalues i)⁻¹ * weight hH ψ i := by
  refine ⟨?_, ?_, ?_⟩
  · have h := spectral_average (ψ := ψ) hH 1 (fun _ => 1) (fun i => by simp)
    rw [Matrix.one_mulVec, hψ] at h
    have h' := congrArg Complex.re h
    rw [Complex.ofReal_re, Complex.one_re] at h'
    simpa using h'.symm
  · rw [expval, spectral_average hH H _ (overlap_mulVec hH ψ), Complex.ofReal_re]
  · rw [expval, spectral_average hH H⁻¹ (fun i => (hH.eigenvalues i)⁻¹), Complex.ofReal_re]
    intro i
    have h := overlap_mulVec hH (H⁻¹ *ᵥ ψ) i
    rw [Matrix.mulVec_mulVec, Matrix.mul_nonsing_inv _ (isUnit_det hH hpos),
      Matrix.one_mulVec] at h
    rw [h, Complex.ofReal_inv,
      inv_mul_cancel_left₀ (Complex.ofReal_ne_zero.mpr (hpos i).ne')]
```

Write a = ⟨H⟩ and b = ⟨H⁻¹⟩. For any real t,

(λᵢ − t)²/λᵢ = λᵢ + t²/λᵢ − 2t.

Multiplying by pᵢ and summing gives

Σᵢ pᵢ(λᵢ − t)²/λᵢ = a + t²b − 2t,

where normalisation is what makes the last term −2t.

```lean
/-- For positive eigenvalues, a unit vector and every real `t`, `⟨H⟩ + t²⟨H⁻¹⟩ - 2t` is the spectral
average of `(λ - t)²/λ`. -/
theorem residual_identity (hH : H.IsHermitian) (hpos : ∀ i, 0 < hH.eigenvalues i)
    (hψ : star ψ ⬝ᵥ ψ = 1) (t : ℝ) :
    ∑ i, (hH.eigenvalues i - t) ^ 2 / hH.eigenvalues i * weight hH ψ i
      = expval H ψ + t ^ 2 * expval H⁻¹ ψ - 2 * t := by
  obtain ⟨h1, h2, h3⟩ := spectral_moments hH hpos hψ
  have h : ∀ i, (hH.eigenvalues i - t) ^ 2 / hH.eigenvalues i * weight hH ψ i
      = hH.eigenvalues i * weight hH ψ i + t ^ 2 * ((hH.eigenvalues i)⁻¹ * weight hH ψ i)
        - 2 * t * weight hH ψ i := by
    intro i
    have := (hpos i).ne'
    field_simp
    ring
  rw [Finset.sum_congr rfl fun i _ => h i, Finset.sum_sub_distrib, Finset.sum_add_distrib,
    ← Finset.mul_sum, ← Finset.mul_sum, h1, ← h2, ← h3, mul_one]
```

The left side is nonnegative. At t = a this says a(ab − 1) ≥ 0, and since a > 0, ab ≥ 1.

If ψ is multiplied by c, the product is multiplied by |c|⁴. For H = 1 and m = M = 1, where both bounds equal 1, a vector of norm 2 gives 16 and a vector of norm 1/2 gives 1/16.

## The spectral interval: how far the energies spread

The hypothesis `hl` puts every eigenvalue between m and M, which need not themselves be eigenvalues. By hand, it enters the upper bound through

0 ≤ (M − λᵢ)(λᵢ − m)/λᵢ = m + M − λᵢ − mM/λᵢ.

Averaging over the weights gives a + mMb ≤ m + M. Multiplication by a > 0 and completion of the square then give

mM·ab ≤ (m + M)a − a² = (m + M)²/4 − (a − (m + M)/2)² ≤ (m + M)²/4,

and division by mM finishes the bound.

In the proof, `ha` establishes a > 0 from a ≥ m. The lower bound uses `residual_identity` at t = a. For the upper bound, `hlin` is the averaged inequality, and `nlinarith` receives its product with a together with the square (m + M − 2a)² ≥ 0.

```lean
/-- **Kantorovich inequality.** If `H` is Hermitian and all its eigenvalues lie in `[m, M]` with `0
< m ≤ M`, then `1 ≤ ⟨H⟩⟨H⁻¹⟩ ≤ (m + M)²/(4 m M)` in every normalised state. -/
theorem kantorovich (hH : H.IsHermitian) (hm : 0 < m) (hmM : m ≤ M)
    (hl : ∀ i, hH.eigenvalues i ∈ Set.Icc m M) (hψ : star ψ ⬝ᵥ ψ = 1) :
    1 ≤ expval H ψ * expval H⁻¹ ψ ∧
      expval H ψ * expval H⁻¹ ψ ≤ (m + M) ^ 2 / (4 * m * M) := by
  have hpos : ∀ i, 0 < hH.eigenvalues i := fun i => hm.trans_le (hl i).1
  have hw : ∀ i, 0 ≤ weight hH ψ i := fun i => Complex.normSq_nonneg _
  obtain ⟨h1, h2, h3⟩ := spectral_moments hH hpos hψ
  have ha : 0 < expval H ψ := by
    have : m * ∑ i, weight hH ψ i ≤ expval H ψ := by
      rw [h2, Finset.mul_sum]
      exact Finset.sum_le_sum fun i _ => mul_le_mul_of_nonneg_right (hl i).1 (hw i)
    rw [h1] at this
    linarith
  constructor
  · -- the residual at t = ⟨H⟩ is nonnegative
    have h := residual_identity hH hpos hψ (expval H ψ)
    have h0 : 0 ≤ ∑ i, (hH.eigenvalues i - expval H ψ) ^ 2 / hH.eigenvalues i
        * weight hH ψ i :=
      Finset.sum_nonneg fun i _ => mul_nonneg (div_nonneg (sq_nonneg _) (hpos i).le) (hw i)
    refine le_of_mul_le_mul_left ?_ ha
    linarith
  · -- the chord of 1/λ on [m, M] bounds the inverse moment
    have hlin : expval H ψ + m * M * expval H⁻¹ ψ ≤ (m + M) * ∑ i, weight hH ψ i := by
      rw [h2, h3, Finset.mul_sum, Finset.mul_sum, ← Finset.sum_add_distrib]
      refine Finset.sum_le_sum fun i _ => ?_
      have hc : hH.eigenvalues i + m * M * (hH.eigenvalues i)⁻¹ ≤ m + M := by
        have e : m + M - (hH.eigenvalues i + m * M * (hH.eigenvalues i)⁻¹)
            = (M - hH.eigenvalues i) * (hH.eigenvalues i - m) / hH.eigenvalues i := by
          have := (hpos i).ne'
          field_simp
          ring
        have := div_nonneg (mul_nonneg (sub_nonneg.mpr (hl i).2) (sub_nonneg.mpr (hl i).1))
          (hpos i).le
        linarith
      have := mul_le_mul_of_nonneg_right hc (hw i)
      linarith
    rw [h1, mul_one] at hlin
    have hM : 0 < M := hm.trans_le hmM
    rw [le_div_iff₀ (by positivity)]
    nlinarith [mul_le_mul_of_nonneg_left hlin ha.le, sq_nonneg (m + M - 2 * expval H ψ)]
```

If M is set too low, the upper bound can fail. For H = diag(1, 4), choosing m = 1 and M = 2 would give the bound 9/8, but (1, 1)/√2 has product (5/2)(5/8) = 25/16. The separate hypothesis m ≤ M adds no restriction here: a normalised state requires at least one level, and that level already lies between m and M.

## When the lower bound is attained

The criterion for equality assumes Hermiticity, positive eigenvalues and normalisation, but no interval [m, M]. If Hψ = aψ, applying H⁻¹ gives aH⁻¹ψ = ψ, and the inner product with ψ gives ab = 1. The first step is a lemma of its own.

```lean
/-- An eigenvector of an invertible `H` is recovered as the eigenvalue times its image
under `H⁻¹`. -/
theorem smul_inv_mulVec (hd : IsUnit H.det) {u : n → ℂ} {e : ℂ} (hu : H *ᵥ u = e • u) :
    e • (H⁻¹ *ᵥ u) = u := by
  rw [← Matrix.mulVec_smul, ← hu, Matrix.mulVec_mulVec, Matrix.nonsing_inv_mul _ hd,
    Matrix.one_mulVec]
```

Conversely, if ab = 1, the sum at t = a equals a + a(ab) − 2a = 0. Its terms are nonnegative, so each vanishes: either pᵢ = 0 or λᵢ = a. In both cases

⟨eᵢ, (H − a)ψ⟩ = (λᵢ − a)⟨eᵢ, ψ⟩ = 0,

and hence Hψ = aψ. Lean follows the same case split and uses `parseval` to show that (H − a)ψ has zero norm. Since the eigenvalue of a normalised eigenvector is its expectation value, the product is 1 exactly in the eigenstates.

```lean
/-- For Hermitian `H` with positive eigenvalues, `⟨H⟩⟨H⁻¹⟩ = 1` holds in a normalised state exactly
when the state is an eigenvector of `H` with eigenvalue `⟨H⟩`. -/
theorem product_eq_one_iff (hH : H.IsHermitian) (hpos : ∀ i, 0 < hH.eigenvalues i)
    (hψ : star ψ ⬝ᵥ ψ = 1) :
    expval H ψ * expval H⁻¹ ψ = 1 ↔ H *ᵥ ψ = (expval H ψ : ℂ) • ψ := by
  constructor
  · intro h
    have hr := residual_identity hH hpos hψ (expval H ψ)
    have h0 : ∑ i, (hH.eigenvalues i - expval H ψ) ^ 2 / hH.eigenvalues i
        * weight hH ψ i = 0 := by
      rw [hr]
      linear_combination expval H ψ * h
    have hnn : ∀ i ∈ Finset.univ, 0 ≤ (hH.eigenvalues i - expval H ψ) ^ 2
        / hH.eigenvalues i * weight hH ψ i := fun i _ =>
      mul_nonneg (div_nonneg (sq_nonneg _) (hpos i).le) (Complex.normSq_nonneg _)
    have hterm := (Finset.sum_eq_zero_iff_of_nonneg hnn).mp h0
    -- every eigenbasis component of (H - ⟨H⟩)ψ vanishes
    rw [← sub_eq_zero, ← dotProduct_star_self_eq_zero, parseval hH]
    refine Finset.sum_eq_zero fun i hi => ?_
    have hz : star (eigvec hH i) ⬝ᵥ (H *ᵥ ψ - (expval H ψ : ℂ) • ψ) = 0 := by
      rw [dotProduct_sub, overlap_mulVec, dotProduct_smul, smul_eq_mul, ← sub_mul]
      rcases mul_eq_zero.mp (hterm i hi) with h | h
      · rcases div_eq_zero_iff.mp h with h | h
        · have h' : hH.eigenvalues i - expval H ψ = 0 := (pow_eq_zero_iff two_ne_zero).mp h
          rw [← Complex.ofReal_sub, h', Complex.ofReal_zero, zero_mul]
        · exact absurd h (hpos i).ne'
      · have h' : star (eigvec hH i) ⬝ᵥ ψ = 0 := Complex.normSq_eq_zero.mp h
        rw [h', mul_zero]
    rw [hz, mul_zero]
  · intro h
    have h1 := congrArg (fun x => (star ψ ⬝ᵥ x).re) (smul_inv_mulVec (isUnit_det hH hpos) h)
    simp only [dotProduct_smul, smul_eq_mul, Complex.re_ofReal_mul, hψ, Complex.one_re] at h1
    exact h1
```

## Orthonormal eigenvectors at the endpoints

The upper bound is attained when m and M belong to orthonormal eigenvectors u and v. In ψ = (u + v)/√2 the cross terms vanish by orthogonality, so a matrix A with eigenvalues α and β on u and v has ⟨ψ, Aψ⟩ = (α + β)/2.

```lean
omit [DecidableEq n] in
/-- In the equal superposition of two orthonormal eigenvectors of `A`, `⟨ψ, A ψ⟩` is the mean of
the two eigenvalues. -/
theorem equalMix_average (A : Matrix n n ℂ) {u v : n → ℂ} {α β : ℂ}
    (huu : star u ⬝ᵥ u = 1) (hvv : star v ⬝ᵥ v = 1) (huv : star u ⬝ᵥ v = 0)
    (hu : A *ᵥ u = α • u) (hv : A *ᵥ v = β • v) :
    star (equalMix u v) ⬝ᵥ (A *ᵥ equalMix u v) = (α + β) / 2 := by
  have hvu : star v ⬝ᵥ u = 0 := by rw [Matrix.star_dotProduct, huv, star_zero]
  have hr : (√2)⁻¹ * (√2)⁻¹ = (1 / 2 : ℝ) := by
    rw [← mul_inv, Real.mul_self_sqrt (by norm_num)]
    norm_num
  have hs : (((√2)⁻¹ : ℝ) : ℂ) * (((√2)⁻¹ : ℝ) : ℂ) = 1 / 2 := by
    rw [← Complex.ofReal_mul, hr]
    norm_num
  have hstar : star (((√2)⁻¹ : ℝ) : ℂ) = (((√2)⁻¹ : ℝ) : ℂ) := Complex.conj_ofReal _
  rw [equalMix, Matrix.mulVec_smul, Matrix.mulVec_add, hu, hv, star_smul, star_add, hstar]
  simp only [smul_dotProduct, dotProduct_smul, add_dotProduct, dotProduct_add, smul_eq_mul,
    huu, hvv, huv, hvu]
  linear_combination (α + β) * hs
```

Applied to H and H⁻¹, this gives

⟨H⟩⟨H⁻¹⟩ = ((m + M)/2)·((1/m + 1/M)/2) = (m + M)²/(4mM).

Applied to the identity matrix, it shows that ψ is normalised. The theorem assumes invertibility, `hd`, directly and does not ask that H be Hermitian; `smul_inv_mulVec` supplies the eigenvalues 1/m and 1/M of H⁻¹.

```lean
/-- If `0 < m ≤ M` are eigenvalues of an invertible `H` with orthonormal eigenvectors `u` and `v`,
the state `(u + v)/√2` is normalised and has `⟨H⟩⟨H⁻¹⟩ = (m + M)²/(4 m M)`. -/
theorem kantorovich_sharp (hd : IsUnit H.det) (hm : 0 < m) (hmM : m ≤ M) {u v : n → ℂ}
    (huu : star u ⬝ᵥ u = 1) (hvv : star v ⬝ᵥ v = 1) (huv : star u ⬝ᵥ v = 0)
    (hu : H *ᵥ u = (m : ℂ) • u) (hv : H *ᵥ v = (M : ℂ) • v) :
    star (equalMix u v) ⬝ᵥ equalMix u v = 1 ∧
      expval H (equalMix u v) * expval H⁻¹ (equalMix u v) = (m + M) ^ 2 / (4 * m * M) := by
  have hM : 0 < M := hm.trans_le hmM
  have hu' : H⁻¹ *ᵥ u = ((m⁻¹ : ℝ) : ℂ) • u := by
    rw [Complex.ofReal_inv, eq_inv_smul_iff₀ (Complex.ofReal_ne_zero.mpr hm.ne')]
    exact smul_inv_mulVec hd hu
  have hv' : H⁻¹ *ᵥ v = ((M⁻¹ : ℝ) : ℂ) • v := by
    rw [Complex.ofReal_inv, eq_inv_smul_iff₀ (Complex.ofReal_ne_zero.mpr hM.ne')]
    exact smul_inv_mulVec hd hv
  have hre : ∀ a b : ℝ, (((a : ℂ) + (b : ℂ)) / 2).re = (a + b) / 2 := by
    intro a b
    have : ((a : ℂ) + (b : ℂ)) / 2 = (((a + b) / 2 : ℝ) : ℂ) := by push_cast; ring
    rw [this, Complex.ofReal_re]
  constructor
  · have h := equalMix_average (1 : Matrix n n ℂ) (α := 1) (β := 1) huu hvv huv
      (by simp) (by simp)
    rw [Matrix.one_mulVec] at h
    rw [h]
    norm_num
  · rw [expval, expval, equalMix_average H huu hvv huv hu hv,
      equalMix_average H⁻¹ huu hvv huv hu' hv', hre, hre]
    have h1 := hm.ne'
    have h2 := hM.ne'
    field_simp
    ring

end

end KantorovichInequality
```

Orthogonality matters even when m = M. With H = 1 and u = v, the vector (u + v)/√2 has squared norm 2 and the product is 4 instead of 1. Invertibility matters because H may have further levels: diag(1, 4, 0) has the required eigenvectors for m = 1 and M = 4, but no inverse.

```lean
#print axioms KantorovichInequality.kantorovich
#print axioms KantorovichInequality.product_eq_one_iff
#print axioms KantorovichInequality.kantorovich_sharp
```

```
'KantorovichInequality.kantorovich' depends on axioms: [propext, Classical.choice, Quot.sound]
'KantorovichInequality.product_eq_one_iff' depends on axioms: [propext, Classical.choice, Quot.sound]
'KantorovichInequality.kantorovich_sharp' depends on axioms: [propext, Classical.choice, Quot.sound]
```
